# Recursion between successive terms ε(2/h)ⁿ/n!

The lemma says that the term ε·2ⁿ/(n!·hⁿ), with n replaced by n + 1, equals the old term multiplied by 2/((n + 1)h). For nonzero h, these are the terms of the exponential series at 2/h, scaled by ε. The statement is an algebraic identity for real ε and h and natural n; it assumes no physical model, and it also covers h = 0, where Lean sets the inverse of zero to zero. The attempt expands (n + 1)! as (n + 1)·n!, carries the casts from natural to real numbers inward, and leaves the rest to `ring`.

The failing Lean file:

```lean
import Mathlib

open Filter Topology

namespace BoundSucc

noncomputable section

private theorem bound_succ (ε h : ℝ) (n : ℕ) :
    ε * 2 ^ (n + 1) / ((n + 1).factorial * h ^ (n + 1)) =
      (((n : ℝ) + 1) * h)⁻¹ * (2 * (ε * 2 ^ n / (n.factorial * h ^ n))) := by
  rw [Nat.factorial_succ]
  push_cast
  ring

end

end BoundSucc
```

The error:

```
Try this:
  [apply] ring_nf
  
  The `ring` tactic failed to close the goal. Use `ring_nf` to obtain a normal form.
    
  Note that `ring` works primarily in *commutative* rings. If you have a noncommutative ring, abelian group or module, consider using `noncomm_ring`, `abel` or `module` instead.
Main.lean:11:75: error: unsolved goals
ε h : ℝ
n : ℕ
⊢ ε * (↑n * ↑n.factorial * h * h ^ n + ↑n.factorial * h * h ^ n)⁻¹ * 2 ^ n * 2 =
    ε * (↑n * h + h)⁻¹ * (↑n.factorial)⁻¹ * h⁻¹ ^ n * 2 ^ n * 2
```

Cause. The first message says that `ring` did not close the goal and suggests `ring_nf`, which only normalises; its note on noncommutative rings does not apply to the reals. The error shows the equation left over.

On the left, `ring` has multiplied out the denominator, factor n + 1 included, into a sum of two terms under a single inverse. On the right, the inverse of n·h + h stands apart from those of n! and h. `ring` does not factor a sum inside an inverse, so it cannot match the two forms.

The added `simp only` acts before this expansion. `div_eq_mul_inv` turns division into multiplication by an inverse, and `mul_inv` splits the inverse of a product into inverses of its factors, with no need for h ≠ 0. `pow_succ` splits the powers with exponent n + 1, so that their factors are separated too. Both sides now contain the inverse of n + 1 as a separate factor, and `ring` has only to reorder and collect factors.

Lean accepts the file once it reads:

```diff
@@ -12,4 +12,5 @@
   rw [Nat.factorial_succ]
   push_cast
+  simp only [div_eq_mul_inv, mul_inv, pow_succ]
   ring
 
```
